# The Sylvester equation AX − XB = Y is uniquely solvable for every Y exactly when A and B share no eigenvalue

## Matrices, eigenvalues and the Sylvester map

Let A and B be square complex matrices, with rows and columns labelled by finite sets m and n. The sets may have different sizes, and A and B need not be Hermitian or diagonalisable. The unknown X and the given Y are rectangular, with rows labelled by m and columns by n; in Lean they have type `Matrix m n ℂ`.

```lean
import Mathlib

open Matrix

namespace SylvesterSchriefferWolff

variable {m n : Type*} [Fintype m] [DecidableEq m] [Fintype n] [DecidableEq n]
```

A number μ is an eigenvalue of A if some nonzero vector v satisfies

Av = μv.

Lean writes the matrix-vector product as `*ᵥ`.

```lean
/-- The number `μ` is an eigenvalue of `A`: some nonzero vector `v` satisfies `A v = μ v`. -/
def IsEigenvalue (A : Matrix m m ℂ) (μ : ℂ) : Prop :=
  ∃ v : m → ℂ, v ≠ 0 ∧ A *ᵥ v = μ • v
```

The condition on the pair A, B is that no μ is an eigenvalue of both. It concerns only coincidences: the two spectra may interleave, and no minimum gap is required.

```lean
/-- No complex number is an eigenvalue of both `A` and `B`. -/
def ShareNoEigenvalue (A : Matrix m m ℂ) (B : Matrix n n ℂ) : Prop :=
  ∀ μ : ℂ, ¬ (IsEigenvalue A μ ∧ IsEigenvalue B μ)
```

The left side of the equation is linear in X, so it defines a linear map on rectangular matrices:

X ↦ AX − XB.

```lean
/-- The Sylvester map `X ↦ A X - X B` on rectangular matrices. -/
def sylvester (A : Matrix m m ℂ) (B : Matrix n n ℂ) :
    Matrix m n ℂ →ₗ[ℂ] Matrix m n ℂ where
  toFun X := A * X - X * B
  map_add' X Z := by
    rw [Matrix.mul_add, Matrix.add_mul]
    abel
  map_smul' c X := by
    simp [Matrix.mul_smul, Matrix.smul_mul, smul_sub]
```

## Left and right eigenvectors have the same eigenvalues

A left eigenvector of B is a nonzero row u with uB = μu, without complex conjugation. Both kinds of eigenvector exist under the same condition, since

Bv = μv with v ≠ 0 for some v ⇔ det(B − μ1) = 0 ⇔ uB = μu with u ≠ 0 for some u.

The proof moves μ to the other side (`h1` and `h2`) and then joins the two determinant criteria.

```lean
/-- A matrix has the eigenvalue `μ` exactly when it has a nonzero left eigenvector for `μ`. -/
theorem isEigenvalue_iff_left (B : Matrix n n ℂ) (μ : ℂ) :
    IsEigenvalue B μ ↔ ∃ u : n → ℂ, u ≠ 0 ∧ u ᵥ* B = μ • u := by
  have h1 : ∀ v : n → ℂ, B *ᵥ v = μ • v ↔ (B - μ • (1 : Matrix n n ℂ)) *ᵥ v = 0 := by
    intro v
    rw [Matrix.sub_mulVec, Matrix.smul_mulVec, Matrix.one_mulVec, sub_eq_zero]
  have h2 : ∀ v : n → ℂ, v ᵥ* B = μ • v ↔ v ᵥ* (B - μ • (1 : Matrix n n ℂ)) = 0 := by
    intro v
    rw [Matrix.vecMul_sub, Matrix.vecMul_smul, Matrix.vecMul_one, sub_eq_zero]
  -- both sides say that `det (B - μ)` vanishes
  unfold IsEigenvalue
  simp only [h1, h2]
  exact Matrix.exists_mulVec_eq_zero_iff.trans Matrix.exists_vecMul_eq_zero_iff.symm
```

## A common eigenvalue means a nonzero solution of AX = XB

Suppose AX = XB with X ≠ 0, and let K be the space of all Z with AZ = ZB. If Z is in K, then

A(AZ) = A(ZB) = (AZ)B,

so AZ is in K too. Left multiplication by A therefore acts on K, a nonzero finite-dimensional complex space, and has an eigenvector Z there:

AZ = μZ and ZB = AZ = μZ.

Choose an entry Zᵢⱼ ≠ 0. Column j of Z is a right eigenvector of A, and row i is a left eigenvector of B, both for μ.

Conversely, let Av = μv and uB = μu with v and u nonzero. The outer product Xₖₗ = vₖuₗ is nonzero and satisfies

AX = μX = XB.

In the code, left multiplication by A is `sylvester A 0`, `hL` is the invariance of K, and `vecMulVec v u` is the outer product.

```lean
omit [DecidableEq m] in
/-- A nonzero `X` with `A X = X B` exists exactly when `A` and `B` have a common eigenvalue. -/
theorem exists_intertwiner_iff (A : Matrix m m ℂ) (B : Matrix n n ℂ) :
    (∃ X : Matrix m n ℂ, X ≠ 0 ∧ A * X = X * B) ↔
      ∃ μ : ℂ, IsEigenvalue A μ ∧ IsEigenvalue B μ := by
  constructor
  · rintro ⟨X, hX, h⟩
    -- left multiplication by `A` preserves the space of solutions of `A Z = Z B`
    have hL : ∀ Z ∈ LinearMap.ker (sylvester A B),
        sylvester A (0 : Matrix n n ℂ) Z ∈ LinearMap.ker (sylvester A B) := by
      intro Z hZ
      have hZ' : A * Z = Z * B := sub_eq_zero.1 hZ
      change A * (A * Z - Z * (0 : Matrix n n ℂ)) - (A * Z - Z * (0 : Matrix n n ℂ)) * B = 0
      rw [Matrix.mul_zero, sub_zero, Matrix.mul_assoc A Z B, ← hZ', sub_self]
    have hK : Nontrivial (LinearMap.ker (sylvester A B)) :=
      ⟨⟨⟨X, sub_eq_zero.2 h⟩, 0, fun e => hX (congrArg Subtype.val e)⟩⟩
    -- hence it has an eigenvector `Z` there, and `A Z = μ Z = Z B`
    obtain ⟨μ, hμ⟩ := Module.End.exists_eigenvalue
      ((sylvester A (0 : Matrix n n ℂ)).restrict hL)
    obtain ⟨Z, hZ⟩ := hμ.exists_hasEigenvector
    have hA : A * Z.1 - Z.1 * (0 : Matrix n n ℂ) = μ • Z.1 :=
      congrArg Subtype.val hZ.apply_eq_smul
    rw [Matrix.mul_zero, sub_zero] at hA
    have hAB : A * Z.1 = Z.1 * B := sub_eq_zero.1 Z.2
    have hB : Z.1 * B = μ • Z.1 := hAB.symm.trans hA
    obtain ⟨i, j, hij⟩ : ∃ i j, Z.1 i j ≠ 0 := by
      by_contra hc
      simp only [not_exists, ne_eq, not_not] at hc
      exact hZ.2 (Subtype.ext (Matrix.ext hc))
    -- a nonzero column and a nonzero row of `Z` are the eigenvectors sought
    exact ⟨μ, ⟨fun k => Z.1 k j, fun h0 => hij (congrFun h0 i),
        funext fun k => congrFun (congrFun hA k) j⟩,
      (isEigenvalue_iff_left B μ).2 ⟨Z.1 i, fun h0 => hij (congrFun h0 j),
        funext fun l => congrFun (congrFun hB i) l⟩⟩
  · rintro ⟨μ, ⟨v, hv, hAv⟩, hB⟩
    obtain ⟨u, hu, huB⟩ := (isEigenvalue_iff_left B μ).1 hB
    obtain ⟨i, hi⟩ := Function.ne_iff.1 hv
    obtain ⟨j, hj⟩ := Function.ne_iff.1 hu
    -- the outer product of a right and a left eigenvector
    refine ⟨vecMulVec v u, fun h => mul_ne_zero hi hj (congrFun (congrFun h i) j), ?_⟩
    rw [Matrix.mul_vecMulVec, Matrix.vecMulVec_mul, hAv, huB]
    ext k l
    simp only [Matrix.vecMulVec_apply, Pi.smul_apply, smul_eq_mul]
    ring
```

## The Sylvester map has the eigenvalue differences as its spectrum

For any number ν,

AX − XB = νX ⇔ (A − ν1)X = XB.

By the previous result, a nonzero X of this kind exists exactly when A − ν1 and B have a common eigenvalue μ. Then a = μ + ν is an eigenvalue of A, b = μ is one of B, and ν = a − b. Every such difference arises in this way. When A and B are the Hermitian blocks of an unperturbed Hamiltonian, these differences are the energy denominators in the first-order mixing of the two blocks. The theorem identifies them as a set, without multiplicities. In the proof, `key` is the equivalence above and `shift` is the displacement of the spectrum.

```lean
/-- The eigenvalues of the Sylvester map `X ↦ A X - X B` are exactly the differences `a - b`
of an eigenvalue `a` of `A` and an eigenvalue `b` of `B`. -/
theorem sylvester_eigenvalue_iff (A : Matrix m m ℂ) (B : Matrix n n ℂ) (ν : ℂ) :
    (∃ X : Matrix m n ℂ, X ≠ 0 ∧ A * X - X * B = ν • X) ↔
      ∃ a b : ℂ, IsEigenvalue A a ∧ IsEigenvalue B b ∧ ν = a - b := by
  have key : ∀ X : Matrix m n ℂ,
      A * X - X * B = ν • X ↔ (A - ν • (1 : Matrix m m ℂ)) * X = X * B := by
    intro X
    rw [Matrix.sub_mul, Matrix.smul_mul, Matrix.one_mul]
    constructor <;> intro h
    · rw [← h]; abel
    · rw [← h]; abel
  have shift : ∀ μ : ℂ,
      IsEigenvalue (A - ν • (1 : Matrix m m ℂ)) μ ↔ IsEigenvalue A (μ + ν) := by
    intro μ
    simp only [IsEigenvalue, Matrix.sub_mulVec, Matrix.smul_mulVec, Matrix.one_mulVec,
      sub_eq_iff_eq_add, add_smul]
  -- subtract `ν` from the eigenvalues of `A` and apply the criterion for `A X = X B`
  simp only [key]
  rw [exists_intertwiner_iff]
  simp only [shift]
  constructor
  · rintro ⟨μ, hA, hB⟩
    exact ⟨μ + ν, μ, hA, hB, by ring⟩
  · rintro ⟨a, b, hA, hB, rfl⟩
    exact ⟨b, by rwa [add_sub_cancel], hB⟩
```

## Unique solvability for every right-hand side

If A and B share an eigenvalue, there is an X ≠ 0 with AX − XB = 0. The equation with Y = 0 then has two solutions, X and 0, so uniqueness fails.

If they share none, the Sylvester map sends only 0 to 0 and is injective. An injective linear map from a finite-dimensional space to itself is also onto, so every Y is reached, and reached once. Lean's `∃!` means "there is exactly one".

```lean
omit [DecidableEq m] in
/-- The Sylvester equation `A X - X B = Y` has exactly one solution `X` for every rectangular
`Y` if and only if `A` and `B` share no eigenvalue. -/
theorem sylvester_existsUnique_iff (A : Matrix m m ℂ) (B : Matrix n n ℂ) :
    (∀ Y : Matrix m n ℂ, ∃! X : Matrix m n ℂ, A * X - X * B = Y) ↔
      ShareNoEigenvalue A B := by
  constructor
  · intro h μ hμ
    obtain ⟨X, hX, hc⟩ := (exists_intertwiner_iff A B).2 ⟨μ, hμ⟩
    exact hX ((h 0).unique (sub_eq_zero.2 hc) (by simp))
  · intro h Y
    have inj : Function.Injective (sylvester A B) := by
      refine (injective_iff_map_eq_zero _).2 fun X hX => ?_
      by_contra hne
      obtain ⟨μ, hμ⟩ := (exists_intertwiner_iff A B).1 ⟨X, hne, sub_eq_zero.1 hX⟩
      exact h μ hμ
    -- in finite dimension an injective linear map is onto
    obtain ⟨X, hX⟩ := LinearMap.injective_iff_surjective.1 inj Y
    exact ⟨X, hX, fun Z hZ => inj (Eq.trans hZ hX.symm)⟩
```

Setting B = −A† gives the neighbouring Lyapunov equation

AX + XA† = Y.

The eigenvalues of −A† are the numbers −a*, with a an eigenvalue of A. The equation is therefore uniquely solvable for every Y exactly when no two eigenvalues a, a′ of A, equal or different, satisfy a + a′* = 0. This holds, for example, when every eigenvalue of A has negative real part.

## The Schrieffer-Wolff generator

Let A and B now be the two blocks of an unperturbed Hamiltonian, such as the sectors of a small Hubbard cluster without and with doubly occupied sites:

H₀ = diag(A, B).

```lean
/-- The unperturbed Hamiltonian with blocks `A` and `B` and no coupling between them. -/
def blockHamiltonian (A : Matrix m m ℂ) (B : Matrix n n ℂ) : Matrix (m ⊕ n) (m ⊕ n) ℂ :=
  fromBlocks A 0 0 B
```

The perturbation V and the generator S only couple the blocks; in the Hubbard example, hopping within a sector is part of A or B. S has X in its upper right corner and W in its lower left, with zero diagonal blocks.

```lean
/-- A matrix that only couples the two blocks to each other. -/
def IsBlockOffDiagonal (S : Matrix (m ⊕ n) (m ⊕ n) ℂ) : Prop :=
  ∃ (X : Matrix m n ℂ) (W : Matrix n m ℂ), S = fromBlocks 0 X W 0
```

In the convention e^S (H₀ + V) e^(−S), the first-order term is V + SH₀ − H₀S. It vanishes when

H₀S − SH₀ = V.

Multiplying out the blocks, the left side has zero diagonal blocks and the corners

upper right: AX − XB
lower left: BW − WA.

```lean
/-- The commutator of the unperturbed Hamiltonian with a block-off-diagonal matrix is
block-off-diagonal, with a Sylvester expression in each coupling block. -/
theorem commutator_offDiagonal (A : Matrix m m ℂ) (B : Matrix n n ℂ)
    (X : Matrix m n ℂ) (W : Matrix n m ℂ) :
    blockHamiltonian A B * fromBlocks 0 X W 0 - fromBlocks 0 X W 0 * blockHamiltonian A B =
      fromBlocks 0 (A * X - X * B) (B * W - W * A) 0 := by
  simp [blockHamiltonian, fromBlocks_multiply, sub_eq_add_neg, fromBlocks_neg, fromBlocks_add]
```

The condition on S is thus a pair of independent Sylvester equations. If A and B share no eigenvalue, each has exactly one solution, and together these give the one S.

For the converse, take a V whose only nonzero corner is Y in the upper right. Its generator supplies an X with AX − XB = Y. If Z also solved this equation, replacing X by Z and keeping W would give another generator for the same V, so Z = X. The equation AX − XB = Y is therefore uniquely solvable for every Y, and by the previous theorem A and B share no eigenvalue.

Uniqueness is meant among block-off-diagonal matrices: adding to S any block-diagonal matrix that commutes with H₀, such as the identity, leaves the commutator unchanged.

```lean
/-- Every block-off-diagonal perturbation `V` has exactly one block-off-diagonal generator `S`
with `H₀ S - S H₀ = V` if and only if the two blocks of `H₀` share no eigenvalue. -/
theorem schriefferWolff_generator_iff (A : Matrix m m ℂ) (B : Matrix n n ℂ) :
    (∀ V : Matrix (m ⊕ n) (m ⊕ n) ℂ, IsBlockOffDiagonal V →
      ∃! S : Matrix (m ⊕ n) (m ⊕ n) ℂ, IsBlockOffDiagonal S ∧
        blockHamiltonian A B * S - S * blockHamiltonian A B = V) ↔
      ShareNoEigenvalue A B := by
  constructor
  · intro h
    rw [← sylvester_existsUnique_iff]
    intro Y
    obtain ⟨S, ⟨⟨X, W, rfl⟩, hS⟩, hu⟩ := h (fromBlocks 0 Y 0 0) ⟨Y, 0, rfl⟩
    rw [commutator_offDiagonal, fromBlocks_inj] at hS
    refine ⟨X, hS.2.1, fun Z hZ => ?_⟩
    have hZ' : A * Z - Z * B = Y := hZ
    have e := hu (fromBlocks 0 Z W 0)
      ⟨⟨Z, W, rfl⟩, by rw [commutator_offDiagonal, hS.2.2.1, hZ']⟩
    exact (fromBlocks_inj.1 e).2.1
  · rintro h _ ⟨Y, Z, rfl⟩
    -- one Sylvester equation for each coupling block
    obtain ⟨X, hX, hXu⟩ := (sylvester_existsUnique_iff A B).2 h Y
    obtain ⟨W, hW, hWu⟩ := (sylvester_existsUnique_iff B A).2 (fun μ hμ => h μ hμ.symm) Z
    have hX' : A * X - X * B = Y := hX
    have hW' : B * W - W * A = Z := hW
    refine ⟨fromBlocks 0 X W 0,
      ⟨⟨X, W, rfl⟩, by rw [commutator_offDiagonal, hX', hW']⟩, ?_⟩
    rintro _ ⟨⟨X', W', rfl⟩, hS⟩
    rw [commutator_offDiagonal, fromBlocks_inj] at hS
    rw [hXu X' hS.2.1, hWu W' hS.2.2.1]
```

In the smallest nontrivial case both blocks are single numbers a and b, and the upper right equation reads

(a − b)x = y.

For the half-filled Hubbard dimer with hopping t and repulsion U ≠ 0, the covalent singlet has a = 0, the ionic singlet coupled to it has b = U, and y = −2t with a suitable choice of phase. Hence x = 2t/U, which diverges as U → 0, where the two levels meet.

## Hermitian blocks give an anti-Hermitian generator

For e^S to be unitary it is enough that S† = −S. Let A, B and V be Hermitian, and let A and B share no eigenvalue. The adjoint of the generator equation is

S†H₀ − H₀S† = V,

which can be rewritten as

H₀(−S†) − (−S†)H₀ = V.

So −S† solves the same equation as S. It is also block-off-diagonal, with corners −W† and −X†, and uniqueness gives −S† = S. Lean writes the adjoint as `Sᴴ`. That V is block-off-diagonal is not assumed, since it follows from the equation.

```lean
/-- For Hermitian blocks without a common eigenvalue and a Hermitian perturbation `V`, a
block-off-diagonal generator `S` with `H₀ S - S H₀ = V` is anti-Hermitian. -/
theorem generator_antiHermitian {A : Matrix m m ℂ} {B : Matrix n n ℂ}
    (hA : A.IsHermitian) (hB : B.IsHermitian) (h : ShareNoEigenvalue A B)
    {V S : Matrix (m ⊕ n) (m ⊕ n) ℂ} (hV : V.IsHermitian) (hoff : IsBlockOffDiagonal S)
    (hS : blockHamiltonian A B * S - S * blockHamiltonian A B = V) :
    Sᴴ = -S := by
  have hH : (blockHamiltonian A B)ᴴ = blockHamiltonian A B := by
    simp [blockHamiltonian, fromBlocks_conjTranspose, hA.eq, hB.eq]
  obtain ⟨X, W, hXW⟩ := hoff
  have hVoff : IsBlockOffDiagonal V :=
    ⟨A * X - X * B, B * W - W * A, by rw [← hS, hXW, commutator_offDiagonal]⟩
  have hadj := congrArg conjTranspose hS
  rw [conjTranspose_sub, conjTranspose_mul, conjTranspose_mul, hH, hV.eq] at hadj
  -- `-Sᴴ` solves the same equation, so it equals `S`
  have hneg : blockHamiltonian A B * (-Sᴴ) - (-Sᴴ) * blockHamiltonian A B = V := by
    rw [Matrix.mul_neg, Matrix.neg_mul, ← hadj]
    abel
  have hoff' : IsBlockOffDiagonal (-Sᴴ) :=
    ⟨-Wᴴ, -Xᴴ, by rw [hXW]; simp [fromBlocks_conjTranspose, fromBlocks_neg]⟩
  have e : -Sᴴ = S := ((schriefferWolff_generator_iff A B).2 h V hVoff).unique
    ⟨hoff', hneg⟩ ⟨⟨X, W, hXW⟩, hS⟩
  exact neg_eq_iff_eq_neg.1 e

end SylvesterSchriefferWolff
```

For a finite cluster, these theorems settle when the first-order coupling between two blocks can be removed by a unique block-off-diagonal generator. They put no bound on the size of S, which can be large when an eigenvalue of A lies close to one of B, and they do not treat the higher orders of the transformation.

```lean
#print axioms SylvesterSchriefferWolff.sylvester_eigenvalue_iff
#print axioms SylvesterSchriefferWolff.generator_antiHermitian
```

```
'SylvesterSchriefferWolff.sylvester_eigenvalue_iff' depends on axioms: [propext, Classical.choice, Quot.sound]
'SylvesterSchriefferWolff.generator_antiHermitian' depends on axioms: [propext, Classical.choice, Quot.sound]
```
